# Rotating a real symmetric projector along any combination of its tangent matrices keeps symmetry, idempotency and trace

In Born–Oppenheimer molecular dynamics the nuclei move a little at each time step, and the self-consistent field has to be converged again. The density matrices of earlier steps carry information about the next one, so a code may combine them into an initial guess. A linear combination of projectors is in general not a projector, however, and the guess then no longer describes a set of fully occupied orbitals. Can the earlier steps be combined with freely chosen coefficients and still give a valid density matrix?

They can, if the combination is made among tangent matrices and the result is applied as a rotation. Let \(P\) be a reference density matrix in an orthonormal real basis, with \(P^T=P\) and \(P^2=P\). Let \(X_k\) be matrices, labelled by the earlier steps \(k\), that satisfy

\[
X_k^T=X_k,\qquad PX_k+X_kP=X_k .
\]

Such an \(X_k\) is called a tangent matrix at \(P\). For arbitrary real coefficients \(c_k\), define

\[
X=\sum_k c_kX_k,\qquad A=XP-PX,\qquad D(t)=e^{tA}\,P\,e^{-tA}.
\]

Here \(t\) is the parameter of the rotation, not the time of the molecular dynamics. For every real \(t\),

\[
D(t)^T=D(t),\qquad D(t)^2=D(t),\qquad \operatorname{Tr}D(t)=\operatorname{Tr}P,
\]

and the curve starts at \(D(0)=P\) with velocity \(D'(0)=X\).

## The step from tangent matrices back to a density matrix

Grassmann extrapolation of density matrices has three stages: earlier density matrices are mapped to tangent matrices at a reference \(P\), the tangent matrices are combined linearly, and the combination is mapped back to a density matrix, with \(D(1)\) as the guess. The result above covers the second and third stages. It takes the tangent matrices as given and does not construct them from the earlier density matrices.

For a single-determinant calculation with integer occupations in a finite, real, orthonormal basis, this means that the coefficients may come from any fit without spoiling idempotency or the electron count of the guess. They may be negative, and they need not sum to one.

The sign of \(A\) matters. With \(PX-XP\) in its place, \(D(t)\) is still a symmetric projector of the right trace, but it starts with velocity \(-X\). A test of idempotency alone would miss the error, whereas a finite difference of \(D\) at \(t=0\) would reveal it.

## From the tangent condition to the rotated projector

**The combination is tangent.** Both conditions are linear in \(X_k\), so \(X^T=\sum_k c_kX_k^T=X\) and

\[
PX+XP=\sum_k c_k(PX_k+X_kP)=\sum_k c_kX_k=X .
\]

**The commutator of \(A\) with \(P\) is \(X\).** Multiply \(PX+XP=X\) from the left by \(P\) and use \(P^2=P\). This gives \(PX+PXP=PX\), hence \(PXP=0\): a tangent matrix has no occupied–occupied block. Therefore

\[
AP-PA=XP^2-PXP-PXP+P^2X=XP+PX=X .
\]

**Symmetry.** Since \(X\) and \(P\) are symmetric, \(A^T=PX-XP=-A\). Hence \((e^{tA})^T=e^{-tA}\), and

\[
D(t)^T=(e^{-tA})^T\,P^T\,(e^{tA})^T=e^{tA}Pe^{-tA}=D(t).
\]

**Idempotency and trace.** The matrices \(tA\) and \(-tA\) commute, so \(e^{-tA}e^{tA}=1\). It follows that

\[
D(t)^2=e^{tA}P\,(e^{-tA}e^{tA})\,Pe^{-tA}=e^{tA}P^2e^{-tA}=D(t),
\]

and, by cyclicity, \(\operatorname{Tr}D(t)=\operatorname{Tr}(e^{-tA}e^{tA}P)=\operatorname{Tr}P\).

**Velocity.** The product rule gives

\[
D'(t)=Ae^{tA}Pe^{-tA}-e^{tA}Pe^{-tA}A=AD(t)-D(t)A .
\]

At \(t=0\) we have \(D(0)=P\), so \(D'(0)=AP-PA=X\).

**The tangent conditions are necessary.** Let \(D(s)\) now be any curve of symmetric projectors that is differentiable at \(t\), with velocity \(X\) there. Differentiating \(D(s)^T=D(s)\) gives \(X^T=X\), and differentiating \(D(s)D(s)=D(s)\) gives \(XD(t)+D(t)X=X\). The velocity is thus a tangent matrix at \(D(t)\).

**A straight line leaves the projectors.** For a tangent matrix \(X\) at \(P\),

\[
(P+X)^2=P^2+(PX+XP)+X^2=P+X+X^2 .
\]

The idempotency error is \(X^2\). If it vanishes, its diagonal elements vanish too. By symmetry these are \(\sum_k X_{ik}X_{ki}=\sum_k X_{ik}^2\), where \(k\) runs over basis functions here. A sum of squares is zero only if every term is, so \(X=0\).

## What fails without the tangent condition

Take two levels, with \(P=\mathrm{diag}(1,0)\) as the reference and \(Q=\mathrm{diag}(0,1)\) as another density matrix. Use the plain difference \(X=Q-P=\mathrm{diag}(-1,1)\) as the direction. It is symmetric, but \(PX+XP=\mathrm{diag}(-2,0)\neq X\). Diagonal matrices commute, so \(A=0\) and \(D(t)=P\) for all \(t\). The result is a perfect projector that has ignored the direction: \(D'(0)=0\), not \(X\).

The difference of two distinct symmetric projectors is never a tangent matrix at either of them. If \(X=Q-P\) were tangent at \(P\), then \(P+X=Q\) would be idempotent, and the straight-line result would force \(X=0\). A raw difference \(Q-P\) between an earlier density matrix \(Q\neq P\) and the reference therefore does not qualify as one of the \(X_k\).

## The Lean file

```lean
import Mathlib

open Matrix
open scoped Matrix.Norms.Operator

namespace GrassmannExtrapolation

noncomputable section

variable {n K : Type*} [Fintype n] [DecidableEq n] [Fintype K]

/-- `X` is a tangent matrix at the density matrix `P`: it is symmetric and satisfies
`P X + X P = X`. -/
structure IsTangent (P X : Matrix n n ℝ) : Prop where
  symm : Xᵀ = X
  tangent : P * X + X * P = X

/-- The extrapolated tangent matrix `∑ c_k X_k`. -/
def combine (c : K → ℝ) (X : K → Matrix n n ℝ) : Matrix n n ℝ :=
  ∑ k, c k • X k

/-- The generator `A = X P - P X` of the orbital rotation. -/
def generator (P X : Matrix n n ℝ) : Matrix n n ℝ :=
  X * P - P * X

/-- The rotated density matrix `D(t) = exp(tA) P exp(-tA)` with `A = X P - P X`. -/
def rotatedDensity (P X : Matrix n n ℝ) (t : ℝ) : Matrix n n ℝ :=
  NormedSpace.exp (t • generator P X) * P * NormedSpace.exp (-(t • generator P X))

/-- Any real linear combination of tangent matrices at `P` is a tangent matrix at `P`. -/
theorem isTangent_combine {P : Matrix n n ℝ} {X : K → Matrix n n ℝ}
    (hX : ∀ k, IsTangent P (X k)) (c : K → ℝ) : IsTangent P (combine c X) := by
  constructor
  · unfold combine
    rw [Matrix.transpose_sum]
    refine Finset.sum_congr rfl fun k _ => ?_
    rw [Matrix.transpose_smul, (hX k).symm]
  · unfold combine
    rw [Finset.mul_sum, Finset.sum_mul, ← Finset.sum_add_distrib]
    refine Finset.sum_congr rfl fun k _ => ?_
    rw [mul_smul_comm, smul_mul_assoc, ← smul_add, (hX k).tangent]

/-- For an idempotent `P` and a tangent matrix `X` at `P`, the commutator of the generator
with `P` gives back `X`. -/
theorem generator_commutator {P X : Matrix n n ℝ} (hPP : P * P = P)
    (hX : IsTangent P X) : generator P X * P - P * generator P X = X := by
  -- the occupied-occupied block of a tangent matrix vanishes
  have h0 : P * X * P = 0 := by
    calc P * X * P = P * (P * X + X * P) - P * P * X := by noncomm_ring
      _ = 0 := by rw [hX.tangent, hPP, sub_self]
  calc generator P X * P - P * generator P X
      = (P * P) * X + X * (P * P) - (P * X * P + P * X * P) := by
        unfold generator
        noncomm_ring
    _ = X := by rw [hPP, h0, add_zero, sub_zero, hX.tangent]

/-- For symmetric `P` and `X`, the rotated density matrix is symmetric at every `t`. -/
theorem rotatedDensity_symm {P X : Matrix n n ℝ} (hP : Pᵀ = P) (hX : Xᵀ = X) (t : ℝ) :
    (rotatedDensity P X t)ᵀ = rotatedDensity P X t := by
  -- the generator is antisymmetric, so its exponential is orthogonal
  have hA : (generator P X)ᵀ = -generator P X := by
    unfold generator
    rw [Matrix.transpose_sub, Matrix.transpose_mul, Matrix.transpose_mul, hP, hX, neg_sub]
  have hE : (NormedSpace.exp (t • generator P X))ᵀ
      = NormedSpace.exp (-(t • generator P X)) := by
    rw [← Matrix.exp_transpose, Matrix.transpose_smul, hA, smul_neg]
  unfold rotatedDensity
  rw [← hE, Matrix.transpose_mul, Matrix.transpose_mul, Matrix.transpose_transpose, hP,
    Matrix.mul_assoc]

/-- For an idempotent `P`, the rotated density matrix is idempotent and keeps the trace
of `P` at every `t`. -/
theorem rotatedDensity_idempotent_trace {P : Matrix n n ℝ} (hPP : P * P = P)
    (X : Matrix n n ℝ) (t : ℝ) :
    rotatedDensity P X t * rotatedDensity P X t = rotatedDensity P X t ∧
      (rotatedDensity P X t).trace = P.trace := by
  have hinv : NormedSpace.exp (-(t • generator P X)) * NormedSpace.exp (t • generator P X)
      = 1 := by
    rw [← Matrix.exp_add_of_commute _ _ (Commute.refl (t • generator P X)).neg_left,
      neg_add_cancel, NormedSpace.exp_zero]
  unfold rotatedDensity
  generalize NormedSpace.exp (t • generator P X) = E at *
  generalize NormedSpace.exp (-(t • generator P X)) = F at *
  constructor
  · calc E * P * F * (E * P * F) = E * P * (F * E) * P * F := by noncomm_ring
      _ = E * (P * P) * F := by rw [hinv]; noncomm_ring
      _ = E * P * F := by rw [hPP]
  · rw [Matrix.trace_mul_comm, ← Matrix.mul_assoc, hinv, Matrix.one_mul]

/-- The rotated density matrix obeys the equation of motion `D' = A D - D A` at every `t`. -/
theorem rotatedDensity_hasDerivAt (P X : Matrix n n ℝ) (t : ℝ) :
    HasDerivAt (rotatedDensity P X)
      (generator P X * rotatedDensity P X t - rotatedDensity P X t * generator P X) t := by
  have h1 : HasDerivAt (fun s : ℝ => NormedSpace.exp (s • generator P X))
      (generator P X * NormedSpace.exp (t • generator P X)) t :=
    hasDerivAt_exp_smul_const' ..
  have h2 : HasDerivAt (fun s : ℝ => NormedSpace.exp (s • (-generator P X)))
      (NormedSpace.exp (t • (-generator P X)) * (-generator P X)) t :=
    hasDerivAt_exp_smul_const ..
  simp only [smul_neg] at h2
  have h := (h1.mul_const P).fun_mul h2
  refine h.congr_deriv ?_
  unfold rotatedDensity
  noncomm_ring

/-- Grassmann extrapolation: for a symmetric projector `P`, tangent matrices `X_k` at `P` and
arbitrary real coefficients, `D(t)` is symmetric, idempotent and of trace `Tr P` at every `t`,
and it starts at `P` with velocity `∑ c_k X_k`. -/
theorem grassmann_extrapolation {P : Matrix n n ℝ} (hP : Pᵀ = P) (hPP : P * P = P)
    {X : K → Matrix n n ℝ} (hX : ∀ k, IsTangent P (X k)) (c : K → ℝ) :
    (∀ t, (rotatedDensity P (combine c X) t)ᵀ = rotatedDensity P (combine c X) t ∧
      rotatedDensity P (combine c X) t * rotatedDensity P (combine c X) t
        = rotatedDensity P (combine c X) t ∧
      (rotatedDensity P (combine c X) t).trace = P.trace) ∧
    rotatedDensity P (combine c X) 0 = P ∧
    HasDerivAt (rotatedDensity P (combine c X)) (combine c X) 0 := by
  have hT := isTangent_combine hX c
  have h0 : rotatedDensity P (combine c X) 0 = P := by
    simp [rotatedDensity, NormedSpace.exp_zero]
  refine ⟨fun t => ⟨rotatedDensity_symm hP hT.symm t,
    rotatedDensity_idempotent_trace hPP _ t⟩, h0, ?_⟩
  have h := rotatedDensity_hasDerivAt P (combine c X) 0
  rw [h0, generator_commutator hPP hT] at h
  exact h

/-- Converse: the velocity of any differentiable curve of symmetric projectors is a tangent
matrix at the current point. -/
theorem isTangent_of_projector_curve {D : ℝ → Matrix n n ℝ} {X : Matrix n n ℝ} {t : ℝ}
    (hs : ∀ s, (D s)ᵀ = D s) (hi : ∀ s, D s * D s = D s) (h : HasDerivAt D X t) :
    IsTangent (D t) X := by
  constructor
  · -- transposition is linear, so it commutes with the derivative
    have hT : HasDerivAt (fun s => (D s)ᵀ) Xᵀ t :=
      (LinearMap.toContinuousLinearMap
        (Matrix.transposeLinearEquiv n n ℝ ℝ).toLinearMap).hasFDerivAt.comp_hasDerivAt t h
    rw [funext hs] at hT
    exact hT.unique h
  · -- differentiate `D D = D`
    have hM := h.fun_mul h
    rw [funext hi] at hM
    rw [add_comm]
    exact hM.unique h

/-- Straight-line extrapolation from an idempotent `P` along a tangent matrix `X` gives an
idempotent `P + X` only when `X = 0`. -/
theorem linear_extrapolation_idempotent_iff {P X : Matrix n n ℝ} (hPP : P * P = P)
    (hX : IsTangent P X) : (P + X) * (P + X) = P + X ↔ X = 0 := by
  -- the idempotency error is exactly `X * X`
  have hsq : (P + X) * (P + X) = P + X + X * X := by
    calc (P + X) * (P + X) = P * P + (P * X + X * P) + X * X := by noncomm_ring
      _ = P + X + X * X := by rw [hPP, hX.tangent]
  rw [hsq, add_eq_left]
  constructor
  · intro h
    ext i j
    have hii : ∑ k, X i k * X i k = 0 := by
      have hd := congrFun (congrFun h i) i
      rw [Matrix.mul_apply] at hd
      rw [← Matrix.zero_apply (α := ℝ) i i, ← hd]
      refine Finset.sum_congr rfl fun k _ => ?_
      have hk : X k i = X i k := congrFun (congrFun hX.symm i) k
      rw [hk]
    have hj := (Finset.sum_eq_zero_iff_of_nonneg
      (fun k _ => mul_self_nonneg (X i k))).1 hii j (Finset.mem_univ j)
    exact mul_self_eq_zero.1 hj
  · intro h
    rw [h, Matrix.mul_zero]

/-- In a two-level system, `diag(1, 0)` is a symmetric projector and the matrix coupling the
two levels with unit strength is a tangent matrix there. -/
theorem isTangent_witness :
    (!![1, 0; 0, 0] : Matrix (Fin 2) (Fin 2) ℝ)ᵀ = !![1, 0; 0, 0] ∧
    (!![1, 0; 0, 0] : Matrix (Fin 2) (Fin 2) ℝ) * !![1, 0; 0, 0] = !![1, 0; 0, 0] ∧
    IsTangent (!![1, 0; 0, 0] : Matrix (Fin 2) (Fin 2) ℝ) !![0, 1; 1, 0] := by
  refine ⟨?_, ?_, ?_, ?_⟩ <;> ext i j <;> fin_cases i <;> fin_cases j <;>
    simp [Matrix.mul_apply, Fin.sum_univ_succ]

end

end GrassmannExtrapolation
```

```lean
#print axioms GrassmannExtrapolation.rotatedDensity_idempotent_trace
#print axioms GrassmannExtrapolation.grassmann_extrapolation
#print axioms GrassmannExtrapolation.isTangent_of_projector_curve
#print axioms GrassmannExtrapolation.linear_extrapolation_idempotent_iff
```

```
'GrassmannExtrapolation.rotatedDensity_idempotent_trace' depends on axioms: [propext, Classical.choice, Quot.sound]
'GrassmannExtrapolation.grassmann_extrapolation' depends on axioms: [propext, Classical.choice, Quot.sound]
'GrassmannExtrapolation.isTangent_of_projector_curve' depends on axioms: [propext, Classical.choice, Quot.sound]
'GrassmannExtrapolation.linear_extrapolation_idempotent_iff' depends on axioms: [propext, Classical.choice, Quot.sound]
```

## How the Lean statement maps to a density-matrix code

The type `n` labels the basis functions and `K` the tangent matrices being combined; both are finite. A density matrix is a `Matrix n n ℝ`. The main theorem, `grassmann_extrapolation`, assumes `hP : Pᵀ = P` and `hPP : P * P = P`, which say that the reference is a symmetric projector, and `hX`, which says that every `X k` is a tangent matrix at `P`. The coefficients `c : K → ℝ` carry no condition.

`IsTangent P X` holds the two tangent conditions as its fields `symm` and `tangent`. The definitions `combine`, `generator` and `rotatedDensity` are \(X\), \(A\) and \(D(t)\), and they fix the sign convention `X * P - P * X`. The conclusion lists symmetry, idempotency and trace for all `t`, then the value at zero, then the velocity. The last is a `HasDerivAt` statement for the matrix-valued function. It uses the operator norm induced by the maximum norm on vectors, but in finite dimension the choice of norm does not affect the derivative.

Two conventions need attention in an implementation:

- Occupations are 0 or 1, so the trace counts occupied orbitals. A closed-shell density matrix with occupations of 2 must be halved first.
- The basis is orthonormal. With an overlap matrix \(S\), the density matrix has to be transformed to an orthonormal basis, for example as \(S^{1/2}P_{\mathrm{AO}}S^{1/2}\), and the guess transformed back with the overlap of the new geometry.

Complex orbitals and fractional occupations are not covered. The theorem also says nothing about how close \(D(1)\) is to the converged density matrix, or how many SCF iterations it saves. It concerns real matrices and the true exponential; rounding errors or a truncated exponential series can spoil idempotency.

## Which lemma carries which property

`isTangent_combine` moves transposition and multiplication by \(P\) through the finite sum and applies the tangent conditions term by term. `generator_commutator` first obtains \(PXP=0\) as `h0`, then expands the commutator. The tactic `noncomm_ring` does the expansion without exchanging the order of matrix factors.

`rotatedDensity_symm` proves the antisymmetry of the generator as `hA` and turns it into \((e^{tA})^T=e^{-tA}\) as `hE`. It needs `P` and `X` to be symmetric, but neither idempotency nor the tangent condition.

`rotatedDensity_idempotent_trace` proves \(e^{-tA}e^{tA}=1\) as `hinv`. It then replaces the two exponentials by plain matrices `E` and `F`, because \(FE=1\) is all that the remaining algebra uses. This lemma assumes nothing about `X`. In a code, then, an idempotent \(D\) is no evidence that the tangent matrices were built correctly.

`rotatedDensity_hasDerivAt` differentiates the two exponentials, with \(A\) placed on the left in the first and on the right in the second, and joins them by the product rule. It holds for any `P` and `X`. The tangent condition enters the main theorem's velocity claim only at the end, where `generator_commutator` rewrites the derivative at zero as \(X\).

`isTangent_of_projector_curve` is the converse. It computes the derivative of the same curve in two ways and uses the uniqueness of derivatives. `linear_extrapolation_idempotent_iff` isolates the error \(X^2\) as `hsq` and reads \(X=0\) off the sums of squares on its diagonal.

Finally, `isTangent_witness` checks that the matrix coupling two levels with unit strength is tangent at \(\mathrm{diag}(1,0)\), so nonzero tangent matrices do occur. The example of the plain difference \(Q-P\) was worked by hand and is not in the file.
